# Every positive definite complex matrix is D†D with D invertible

The lemma says that a positive definite matrix B, with complex entries and finitely many rows and columns, can be written as D†D for some invertible matrix D. In physical terms, the positive form x†Bx is the ordinary squared length of Dx, so an invertible change of coordinates turns the inner product given by B into the standard one. The proof diagonalises B as UΛU†, takes S to be the diagonal matrix of square roots of the eigenvalues, and sets D = SU†. That D is invertible is then drawn from a left inverse of B.

The first attempt, which Lean rejects:

```lean
import Mathlib

open Matrix
open scoped ComplexOrder

namespace ExistsFactor

variable {n : Type*} [Fintype n]

variable [DecidableEq n]

/-- A positive definite matrix `B` can be written as `D†D` with `D` invertible. -/
theorem exists_factor {B : Matrix n n ℂ} (hB : B.PosDef) :
    ∃ D : Matrix n n ℂ, IsUnit D ∧ Dᴴ * D = B := by
  obtain ⟨U, hU⟩ : ∃ U : Matrix n n ℂ,
      B = U * diagonal (fun i => ((hB.1.eigenvalues i : ℝ) : ℂ)) * star U := by
    refine ⟨(hB.1.eigenvectorUnitary : Matrix n n ℂ), ?_⟩
    have h := hB.1.spectral_theorem
    rw [Unitary.conjStarAlgAut_apply] at h
    exact h
  -- take the square roots of the eigenvalues
  let S : Matrix n n ℂ := diagonal (fun i => ((√(hB.1.eigenvalues i) : ℝ) : ℂ))
  have hS : Sᴴ * S = diagonal (fun i => ((hB.1.eigenvalues i : ℝ) : ℂ)) := by
    simp only [S]
    rw [diagonal_conjTranspose, diagonal_mul_diagonal]
    congr 1
    funext i
    change star ((√(hB.1.eigenvalues i) : ℝ) : ℂ) * ((√(hB.1.eigenvalues i) : ℝ) : ℂ) = _
    rw [Complex.star_def, Complex.conj_ofReal, ← Complex.ofReal_mul,
      Real.mul_self_sqrt (hB.eigenvalues_pos i).le]
  have hD : (S * star U)ᴴ * (S * star U) = B := by
    calc (S * star U)ᴴ * (S * star U) = U * (Sᴴ * S) * star U := by
          rw [conjTranspose_mul, ← star_eq_conjTranspose (star U), star_star]
          simp only [Matrix.mul_assoc]
      _ = B := by rw [hS, ← hU]
  obtain ⟨E, hE⟩ := hB.isUnit.exists_left_inv
  have hl : (E * (S * star U)ᴴ) * (S * star U) = 1 := by
    rw [Matrix.mul_assoc, hD, hE]
  exact ⟨S * star U, ⟨⟨_, _, mul_eq_one_comm.1 hl, hl⟩, rfl⟩, hD⟩

end ExistsFactor
```

Compiling this gives:

```
Main.lean:29:8: error: Tactic `rewrite` failed: motive is not type correct:
  fun _a => _a ↑√(⋯.eigenvalues i) * ↑√(⋯.eigenvalues i) = ↑(⋯.eigenvalues i)
Error: Application type mismatch: The argument
  hB
has type
  B.PosDef
but is expected to have type
  B.IsHermitian ∧ ∀ ⦃x : n →₀ ℂ⦄, x ≠ 0 → 0 < x.sum fun i xi => x.sum fun j xj => _a xi * B i j * xj
in the application
  hB.left

Explanation: The rewrite tactic rewrites an expression 'e' using an equality 'a = b' by the following process. First, it looks for all 'a' in 'e'. Second, it tries to abstract these occurrences of 'a' to create a function 'm := fun _a => ...', called the *motive*, with the property that 'm a' is definitionally equal to 'e'. Third, we observe that 'congrArg' implies that 'm a = m b', which can be used with lemmas such as 'Eq.mpr' to change the goal. However, if 'e' depends on specific properties of 'a', then the motive 'm' might not typecheck.

Possible solutions: use rewrite's 'occs' configuration option to limit which occurrences are rewritten, or use 'simp' or 'conv' mode, which have strategies for certain kinds of dependencies (these tactics can handle proofs and 'Decidable' instances whose types depend on the rewritten term, and 'simp' can apply user-defined '@[congr]' theorems as well).

n : Type u_1
inst✝¹ : Fintype n
inst✝ : DecidableEq n
B : Matrix n n ℂ
hB : B.PosDef
U : Matrix n n ℂ
hU : B = (U * diagonal fun i => ↑(⋯.eigenvalues i)) * star U
S : Matrix n n ℂ := diagonal fun i => ↑√(⋯.eigenvalues i)
i : n
⊢ star ↑√(⋯.eigenvalues i) * ↑√(⋯.eigenvalues i) = ↑(⋯.eigenvalues i)

Note: The target expression is not type-correct under the `implicit` transparency level, which may have triggered the failure. This is usually caused by unfolding of semireducible definitions in prior tactic steps. Use `set_option linter.tacticCheckInstances true` to investigate the source of the issue.
Full error:
  function expected
    B i
```

What went wrong. The error arises where the proof checks, entry by entry, that S†S = Λ. `Complex.star_def` equates the function `star` on ℂ with complex conjugation, and `rw` tries to replace every occurrence of that function in the goal. One is visible, in front of the square root. Another is hidden inside the eigenvalues: they are written with `hB.1`, the first half of the positive-definiteness proof, and that term carries the whole proposition it was taken from, including the conjugate in x†Bx. With that `star` replaced by a variable, `hB` no longer has the expected type, hence "motive is not type correct".

The note adds that the goal type-checks only if definitions are unfolded: the same hidden proposition applies `B` as a function, `B i j`.

The repair proves the identity first as `hsqrt`, for any real r ≥ 0. No `hB` occurs there, so the same rewrites meet only the visible `star`. `exact` then applies the result to the eigenvalue, with no rewriting inside `hB.1`, and makes the old `change` unnecessary.

The change, after which it compiles:

```diff
@@ -26,7 +26,9 @@
     congr 1
     funext i
-    change star ((√(hB.1.eigenvalues i) : ℝ) : ℂ) * ((√(hB.1.eigenvalues i) : ℝ) : ℂ) = _
-    rw [Complex.star_def, Complex.conj_ofReal, ← Complex.ofReal_mul,
-      Real.mul_self_sqrt (hB.eigenvalues_pos i).le]
+    have hsqrt : ∀ r : ℝ, 0 ≤ r → star ((√r : ℝ) : ℂ) * ((√r : ℝ) : ℂ) = (r : ℂ) := by
+      intro r hr
+      rw [Complex.star_def, Complex.conj_ofReal, ← Complex.ofReal_mul,
+        Real.mul_self_sqrt hr]
+    exact hsqrt _ (hB.eigenvalues_pos i).le
   have hD : (S * star U)ᴴ * (S * star U) = B := by
     calc (S * star U)ᴴ * (S * star U) = U * (Sᴴ * S) * star U := by
```
